# Seniority-two weight of a rotated electron pair, and the pair matrices that stay diagonal in every real orthonormal orbital basis

When a code changes the orbitals of a two-electron singlet and then stores only the doubly occupied amplitudes, it discards whatever the rotation has put into configurations with two singly occupied orbitals. If the orbitals are real and the pair function had only doubly occupied amplitudes before the rotation, the discarded weight depends only on the rotation and on the differences between the old amplitudes.

## The weight in terms of amplitude differences

Let φ_1, …, φ_n be real orthonormal orbitals. The spatial part of the singlet is

Φ(r₁, r₂) = Σ_ij C_ij φ_i(r₁) φ_j(r₂),

with C real and symmetric. With a normalised spin function, the squared norm of the state is Σ_ij C_ij². A diagonal entry is the amplitude for both electrons in one orbital, and an off-diagonal entry belongs to two singly occupied orbitals. Seniority counts singly occupied orbitals, so seniority zero means that C is diagonal. The seniority-two weight is

W(C) = Σ_i Σ_{j≠i} C_ij².

New orbitals φ'_i = Σ_k R_ik φ_k, with R Rᵀ = 1, turn C into R C Rᵀ. If C = diag(c_1, …, c_n), then

W(R C Rᵀ) = ½ Σ_i Σ_k Σ_l R_ik² R_il² (c_k − c_l)².

W is an unnormalised weight. The probability of seniority two is W / Σ_k c_k² for a nonzero pair function, since the rotation preserves the norm.

For two orbitals with amplitudes a and b, and a rotation by the angle t, each row of R has the squared entries cos²t and sin²t. Each of the two rows then contributes cos²t sin²t (a − b)², and the sum is

W = 2 cos²t sin²t (a − b)² = (a − b)² sin²(2t) / 2.

At t = π/4 with b = −a ≠ 0, the probability W / (a² + b²) equals 1: the rotated state consists entirely of the open-shell configuration.

## Truncation and tests after an orbital change

For a pair function that was diagonal in the old orbitals, the formula gives the squared norm lost when the rotated matrix is cut down to its diagonal. It also provides a check on a transformation routine: for a diagonal C, the off-diagonal weight of the computed matrix R C Rᵀ must agree, to rounding error, with the right-hand side of the formula, including its factor ½. A transposed R on one side only, or an R that has lost its orthogonality, will generally spoil the agreement.

Every term in the sum is nonnegative, so the weight vanishes only if every term does. The rotated matrix is therefore diagonal exactly when each new orbital mixes only old orbitals of equal amplitude. If some row of R has no zero entry, a diagonal result forces all the old amplitudes to be equal.

For one singlet pair in a finite real orbital basis, seniority zero is thus a statement about the state together with its orbitals, except when C is a multiple of the identity. Only then is C diagonal in every orthonormal real basis.

## From row norms to a variance

Write D = R diag(c) Rᵀ, so that

D_ij = Σ_k R_ik c_k R_jk.

R is square, so R Rᵀ = 1 also gives Rᵀ R = 1, and

D² = R diag(c) Rᵀ R diag(c) Rᵀ = R diag(c²) Rᵀ.

Since D is symmetric, the i-th diagonal entry of D² is the squared norm of row i:

Σ_j D_ij² = Σ_k R_ik² c_k².

Now fix i and set p_k = R_ik². Orthogonality gives Σ_k p_k = 1, and the diagonal entry is D_ii = Σ_k p_k c_k. The off-diagonal weight in row i is therefore a variance:

Σ_{j≠i} D_ij² = Σ_k p_k c_k² − (Σ_k p_k c_k)².

To write it with differences, expand the square:

Σ_k Σ_l p_k p_l (c_k − c_l)²
= Σ_k p_k c_k² · Σ_l p_l − 2 (Σ_k p_k c_k)² + Σ_k p_k · Σ_l p_l c_l²
= 2 [Σ_k p_k c_k² − (Σ_k p_k c_k)²].

Half of this double sum is the weight of row i, and summing over i gives the formula for W.

For basis independence, suppose that R C Rᵀ is diagonal for every orthogonal R. Taking R = 1 shows that C itself is diagonal, with entries c_k = C_kk. For two different orbitals k and l, let v have the entry 1 at k, 2 at l and 0 elsewhere. Then vᵀv = 5. Put P = v vᵀ, which satisfies P² = 5P, and

R = 1 − (2/5) P.

This R is symmetric, and

R Rᵀ = 1 − (4/5) P + (4/25) · 5P = 1.

Its row k contains R_kk = 3/5 and R_kl = −4/5. Both are nonzero, so the mixing criterion gives c_k = c_l. All diagonal entries agree, and C = a·1 for some real a. Conversely, R (a·1) Rᵀ = a R Rᵀ = a·1, which is diagonal for every orthogonal R.

## The Lean definitions and theorems

```lean
import Mathlib

open Matrix

namespace GeminalSeniority

noncomputable section

variable {n : Type*} [Fintype n] [DecidableEq n]

/-- The pair matrix `C` of a two-electron singlet after the orbital rotation `R`. -/
def rotate (R C : Matrix n n ℝ) : Matrix n n ℝ := R * C * Rᵀ

/-- Seniority zero: no amplitude for two electrons in different orbitals. -/
def SeniorityZero (C : Matrix n n ℝ) : Prop := ∀ i j, i ≠ j → C i j = 0

/-- The seniority-two weight: the sum of all squared off-diagonal amplitudes. -/
def seniorityTwoWeight (C : Matrix n n ℝ) : ℝ :=
  ∑ i, ∑ j ∈ Finset.univ.erase i, C i j ^ 2

/-- The seniority-two weight vanishes exactly for seniority-zero pair matrices. -/
theorem weight_eq_zero_iff (C : Matrix n n ℝ) :
    seniorityTwoWeight C = 0 ↔ SeniorityZero C := by
  unfold seniorityTwoWeight
  constructor
  · intro h i j hij
    have h1 := (Finset.sum_eq_zero_iff_of_nonneg
      (fun i _ => Finset.sum_nonneg (fun j _ => sq_nonneg (C i j)))).mp h i (Finset.mem_univ i)
    have h2 := (Finset.sum_eq_zero_iff_of_nonneg
      (fun j _ => sq_nonneg (C i j))).mp h1 j
        (Finset.mem_erase.mpr ⟨hij.symm, Finset.mem_univ j⟩)
    exact pow_eq_zero_iff (two_ne_zero) |>.mp h2
  · intro h
    refine Finset.sum_eq_zero fun i _ => Finset.sum_eq_zero fun j hj => ?_
    rw [h i j (Finset.ne_of_mem_erase hj).symm]
    norm_num

/-- Entries of a rotated seniority-zero pair matrix with amplitudes `c`. -/
theorem rotate_diagonal_apply (R : Matrix n n ℝ) (c : n → ℝ) (i j : n) :
    rotate R (diagonal c) i j = ∑ k, R i k * c k * R j k := by
  unfold rotate
  rw [Matrix.mul_apply]
  simp only [Matrix.mul_diagonal, Matrix.transpose_apply]

/-- The squared amplitudes in one row of the rotated pair matrix sum to the average of
`c k ^ 2` with weights `R i k ^ 2`. -/
theorem row_weight (R : Matrix n n ℝ) (hR : R * Rᵀ = 1) (c : n → ℝ) (i : n) :
    ∑ j, rotate R (diagonal c) i j ^ 2 = ∑ k, R i k ^ 2 * c k ^ 2 := by
  have hR' : Rᵀ * R = 1 := mul_eq_one_comm.mp hR
  -- squaring the pair matrix commutes with the change of basis
  have hD : rotate R (diagonal c) * rotate R (diagonal c)
      = rotate R (diagonal fun k => c k * c k) := by
    unfold rotate
    calc R * diagonal c * Rᵀ * (R * diagonal c * Rᵀ)
        = R * diagonal c * (Rᵀ * R) * diagonal c * Rᵀ := by
          simp only [Matrix.mul_assoc]
      _ = R * (diagonal c * diagonal c) * Rᵀ := by
          rw [hR', Matrix.mul_one]
          simp only [Matrix.mul_assoc]
      _ = _ := by rw [Matrix.diagonal_mul_diagonal]
  have hii := congrFun (congrFun hD i) i
  rw [Matrix.mul_apply, rotate_diagonal_apply] at hii
  have hs : ∀ j, rotate R (diagonal c) j i = rotate R (diagonal c) i j := by
    intro j
    rw [rotate_diagonal_apply, rotate_diagonal_apply]
    exact Finset.sum_congr rfl fun k _ => by ring
  calc ∑ j, rotate R (diagonal c) i j ^ 2
      = ∑ j, rotate R (diagonal c) i j * rotate R (diagonal c) j i :=
        Finset.sum_congr rfl fun j _ => by rw [hs j]; ring
    _ = ∑ k, R i k * (c k * c k) * R i k := hii
    _ = _ := Finset.sum_congr rfl fun k _ => by ring

omit [DecidableEq n] in
/-- For real weights `p` with sum 1, the weighted double sum of squared differences is twice the
weighted mean of `c k ^ 2` minus the square of the weighted mean of `c k`, the difference being
taken before doubling. -/
theorem pair_variance (p c : n → ℝ) (hp : ∑ k, p k = 1) :
    ∑ k, ∑ l, p k * p l * (c k - c l) ^ 2
      = 2 * (∑ k, p k * c k ^ 2 - (∑ k, p k * c k) ^ 2) := by
  calc ∑ k, ∑ l, p k * p l * (c k - c l) ^ 2
      = ∑ k, ∑ l, ((p k * c k ^ 2) * p l - 2 * ((p k * c k) * (p l * c l))
          + p k * (p l * c l ^ 2)) :=
        Finset.sum_congr rfl fun k _ => Finset.sum_congr rfl fun l _ => by ring
    _ = (∑ k, p k * c k ^ 2) * (∑ l, p l) - 2 * ((∑ k, p k * c k) * (∑ l, p l * c l))
          + (∑ k, p k) * (∑ l, p l * c l ^ 2) := by
        simp only [Finset.sum_add_distrib, Finset.sum_sub_distrib, ← Finset.mul_sum,
          ← Finset.sum_mul]
    _ = _ := by rw [hp]; ring

/-- The seniority-two weight created by an arbitrary orbital rotation of a seniority-zero
pair function, in terms of the differences of its amplitudes. -/
theorem weight_rotate_diagonal (R : Matrix n n ℝ) (hR : R * Rᵀ = 1) (c : n → ℝ) :
    seniorityTwoWeight (rotate R (diagonal c))
      = 1 / 2 * ∑ i, ∑ k, ∑ l, R i k ^ 2 * R i l ^ 2 * (c k - c l) ^ 2 := by
  unfold seniorityTwoWeight
  rw [Finset.mul_sum]
  refine Finset.sum_congr rfl fun i _ => ?_
  have hp : ∑ k, R i k ^ 2 = 1 := by
    have h := congrFun (congrFun hR i) i
    simpa [Matrix.mul_apply, pow_two] using h
  -- off-diagonal weight = row weight minus the squared diagonal entry
  have h1 := Finset.add_sum_erase Finset.univ
    (fun j => rotate R (diagonal c) i j ^ 2) (Finset.mem_univ i)
  have h2 := row_weight R hR c i
  have h3 : rotate R (diagonal c) i i = ∑ k, R i k ^ 2 * c k := by
    rw [rotate_diagonal_apply]
    exact Finset.sum_congr rfl fun k _ => by ring
  rw [pair_variance (fun k => R i k ^ 2) c hp, ← h3]
  linarith

/-- Seniority zero survives an orbital rotation exactly when each new orbital mixes only
old orbitals of equal pair amplitude. -/
theorem seniorityZero_rotate_iff (R : Matrix n n ℝ) (hR : R * Rᵀ = 1) (c : n → ℝ) :
    SeniorityZero (rotate R (diagonal c)) ↔
      ∀ i k l, R i k ≠ 0 → R i l ≠ 0 → c k = c l := by
  rw [← weight_eq_zero_iff, weight_rotate_diagonal R hR]
  constructor
  · intro h i k l hk hl
    have h0 : ∑ i, ∑ k, ∑ l, R i k ^ 2 * R i l ^ 2 * (c k - c l) ^ 2 = 0 := by linarith
    -- a vanishing sum of squares vanishes term by term
    have h1 := (Finset.sum_eq_zero_iff_of_nonneg
      (fun i _ => by positivity)).mp h0 i (Finset.mem_univ i)
    have h2 := (Finset.sum_eq_zero_iff_of_nonneg
      (fun k _ => by positivity)).mp h1 k (Finset.mem_univ k)
    have h3 := (Finset.sum_eq_zero_iff_of_nonneg
      (fun l _ => by positivity)).mp h2 l (Finset.mem_univ l)
    by_contra hne
    exact mul_ne_zero (mul_ne_zero (pow_ne_zero 2 hk) (pow_ne_zero 2 hl))
      (pow_ne_zero 2 (sub_ne_zero.mpr hne)) h3
  · intro h
    rw [Finset.sum_eq_zero, mul_zero]
    refine fun i _ => Finset.sum_eq_zero fun k _ => Finset.sum_eq_zero fun l _ => ?_
    by_cases hk : R i k = 0
    · simp [hk]
    by_cases hl : R i l = 0
    · simp [hl]
    simp [h i k l hk hl]

/-- For distinct `k` and `l`, the vector with entry 1 on orbital `k`, 2 on orbital `l` and 0
elsewhere. -/
def mixVector (k l m : n) : ℝ := (if m = k then 1 else 0) + (if m = l then 2 else 0)

/-- Any two distinct orbitals can be mixed by an orthogonal transformation with
coefficients 3/5 and -4/5. -/
theorem exists_mixing (k l : n) (hkl : k ≠ l) :
    ∃ R : Matrix n n ℝ, R * Rᵀ = 1 ∧ R k k = 3 / 5 ∧ R k l = -4 / 5 := by
  have hw : ∑ m, mixVector k l m * mixVector k l m = 5 := by
    have h : ∀ m, mixVector k l m * mixVector k l m
        = (if m = k then (1 : ℝ) else 0) + (if m = l then 4 else 0) := by
      intro m
      unfold mixVector
      by_cases h1 : m = k
      · subst h1
        simp [hkl]
      · by_cases h2 : m = l <;> simp [h1, h2, hkl.symm]
        norm_num
    simp only [h, Finset.sum_add_distrib, Finset.sum_ite_eq', Finset.mem_univ, if_true]
    norm_num
  let P : Matrix n n ℝ := Matrix.of fun i j => mixVector k l i * mixVector k l j
  have hT : Pᵀ = P := by
    ext i j
    exact mul_comm _ _
  have hP : P * P = (5 : ℝ) • P := by
    ext i j
    rw [Matrix.mul_apply, Matrix.smul_apply, smul_eq_mul, ← hw, Finset.sum_mul]
    refine Finset.sum_congr rfl fun m _ => ?_
    simp only [P, Matrix.of_apply]
    ring
  -- the reflection through the plane orthogonal to the mixing vector
  refine ⟨1 - (2 / 5 : ℝ) • P, ?_, ?_, ?_⟩
  · rw [Matrix.transpose_sub, Matrix.transpose_one, Matrix.transpose_smul, hT]
    simp only [Matrix.sub_mul, Matrix.mul_sub, Matrix.one_mul, Matrix.mul_one,
      Matrix.smul_mul, Matrix.mul_smul, hP]
    module
  · simp [P, mixVector, hkl]
    norm_num
  · simp [P, mixVector, hkl, hkl.symm]
    norm_num

/-- A real pair matrix is seniority zero in every real orthonormal orbital basis if and only if it
is a multiple of the identity. -/
theorem seniorityZero_every_basis_iff (C : Matrix n n ℝ) :
    (∀ R : Matrix n n ℝ, R * Rᵀ = 1 → SeniorityZero (rotate R C)) ↔
      ∃ a : ℝ, C = a • (1 : Matrix n n ℝ) := by
  constructor
  · intro h
    -- the original basis already shows that C is diagonal
    have h1 : SeniorityZero C := by simpa [rotate] using h 1 (by simp)
    have hC : C = diagonal fun i => C i i := by
      ext i j
      by_cases hij : i = j
      · subst hij
        simp
      · rw [h1 i j hij, Matrix.diagonal_apply_ne _ hij]
    -- mixing two orbitals forces their amplitudes to agree
    have heq : ∀ k l, C k k = C l l := by
      intro k l
      by_cases hkl : k = l
      · rw [hkl]
      obtain ⟨R, hR, hk, hl⟩ := exists_mixing k l hkl
      have h2 := h R hR
      rw [hC] at h2
      exact (seniorityZero_rotate_iff R hR _).mp h2 k k l
        (by rw [hk]; norm_num) (by rw [hl]; norm_num)
    rcases isEmpty_or_nonempty n with hn | ⟨⟨k⟩⟩
    · exact ⟨0, by ext i; exact hn.elim i⟩
    · refine ⟨C k k, ?_⟩
      ext i j
      by_cases hij : i = j
      · subst hij
        simp [heq i k]
      · simp [h1 i j hij, Matrix.one_apply_ne hij]
  · rintro ⟨a, rfl⟩ R hR i j hij
    have h : rotate R (a • (1 : Matrix n n ℝ)) = a • (1 : Matrix n n ℝ) := by
      unfold rotate
      rw [Matrix.mul_smul, Matrix.mul_one, Matrix.smul_mul, hR]
    rw [h]
    simp [Matrix.one_apply_ne hij]

end

end GeminalSeniority
```

```lean
#print axioms GeminalSeniority.seniorityZero_every_basis_iff
```

```
'GeminalSeniority.seniorityZero_every_basis_iff' depends on axioms: [propext, Classical.choice, Quot.sound]
```

## One pair, real orbitals, exact arithmetic

The type `n` labels a finite set of orbitals. `rotate R C` is R C Rᵀ, with the new orbitals in the rows of `R`, and the hypothesis `R * Rᵀ = 1` says that they are orthonormal. `SeniorityZero C` says that all entries between different orbitals vanish. `seniorityTwoWeight C` sums over ordered pairs, so each unordered pair of a symmetric matrix is counted twice, as the norm of Φ requires.

Three theorems carry the physics:

- `weight_rotate_diagonal` is the formula for W, for any finite number of orbitals, any real amplitudes `c` and any orthogonal `R`. The two-orbital expression with the angle t follows by substitution and is not a separate theorem in the file.
- `seniorityZero_rotate_iff` is the mixing criterion: the rotated matrix is diagonal exactly when `R i k ≠ 0` and `R i l ≠ 0` together imply `c k = c l`.
- `seniorityZero_every_basis_iff` says that a real matrix is diagonal after every orthogonal change of orbitals if and only if it is a multiple of the identity. Symmetry of `C` is not assumed, so the singlet case is included.

The proof follows the derivation closely. `rotate_diagonal_apply` writes out D_ij. `row_weight` obtains the row norm from the square of D, using `mul_eq_one_comm` to pass from R Rᵀ = 1 to Rᵀ R = 1. `pair_variance` is the expansion of the double sum; it needs only that the weights add up to 1. In `weight_rotate_diagonal`, `Finset.add_sum_erase` separates the diagonal entry from the rest of its row, and `linarith` combines the row norm with the variance.

`weight_eq_zero_iff` links zero weight to the vanishing of every off-diagonal entry. The mixing criterion uses it together with `Finset.sum_eq_zero_iff_of_nonneg`, which turns a vanishing sum of nonnegative terms into vanishing terms. `mixVector` is the vector v, and `exists_mixing` builds the reflection from it. The last theorem applies the identity first and then one reflection for each pair of orbitals; it treats an empty orbital set as a separate case.

The condition "every basis" ranges over all real orthogonal matrices, including those with determinant −1. For a code that generates only proper rotations the condition is no weaker, because reversing the sign of one new orbital changes the determinant and leaves every off-diagonal entry zero or nonzero as before.

Complex orbitals are a different matter. There new orbitals φ'_i = Σ_k U_ik φ_k, with U unitary, turn C into Ū C Ūᵀ, where the bar denotes complex conjugation. The identity becomes Ū Ūᵀ, which need not be diagonal. The theorems also concern a single pair: they contain no Hamiltonian or energy, and say nothing about products of several geminals. They hold for exact real numbers, so a program that tests for zero weight or equal amplitudes must choose its own tolerance.
